# Characteristic polynomial of an alternant Hamiltonian from the squared moduli of the minors of its hopping matrix

## Sites, hoppings and minors

```lean
import Mathlib

open Matrix Polynomial

namespace AlternantCoefficients

noncomputable section

variable {m n : Type*} [Fintype m] [Fintype n] [DecidableEq m] [DecidableEq n]
```

The finite types `m` and `n` label the starred and unstarred sites. Their sizes $|m|$ and $|n|$ may differ, and either may be zero. The total number of sites is $N=|m|+|n|$.

```lean
/-- The Hamiltonian of an alternant system: hopping `B` connects the two sublattices `m` and `n`,
and there is no coupling within a sublattice. -/
def alternantH {m n : Type*} (B : Matrix m n ℂ) : Matrix (m ⊕ n) (m ⊕ n) ℂ :=
  fromBlocks 0 B Bᴴ 0
```

`Matrix m n ℂ` is the type of complex matrices with rows labelled by `m` and columns by `n`. The entry $B_{ij}$ is the hopping amplitude between starred site $i$ and unstarred site $j$, and

$$H=\begin{pmatrix}0&B\\B^\dagger&0\end{pmatrix}.$$

`Bᴴ` is the conjugate transpose $B^\dagger$, and `m ⊕ n` is the set of all sites. This is a non-interacting one-electron model with orthogonal orbitals. All on-site energies are equal and set to zero, and no hopping occurs within a sublattice.

```lean
/-- The hopping matrix restricted to the sites `I` of one sublattice and `J` of the other. -/
def subHop {m n : Type*} (B : Matrix m n ℂ) (I : Finset m) (J : Finset n) : Matrix I J ℂ :=
  B.submatrix Subtype.val Subtype.val
```

For a set $I$ of starred sites and a set $J$ of unstarred sites, `subHop B I J` is the block $B_{IJ}$.

```lean
/-- The squared modulus of the minor of `B` with rows `I` and columns `J`, set to zero if
`I` and `J` differ in size. -/
def minorSq {m n : Type*} [DecidableEq m] (B : Matrix m n ℂ) (I : Finset m) (J : Finset n) : ℝ :=
  if h : I.card = J.card then
    ‖((subHop B I J).submatrix id (Finset.equivOfCardEq h)).det‖ ^ 2
  else 0
```

`minorSq B I J` is $|\det B_{IJ}|^2$. Lean's determinant needs rows and columns with the same labels, so a bijection $I\to J$ relabels the columns. For $|I|\ne|J|$ the value is set to zero.

## Determinants of the full matrix and of its blocks

```lean
/-- The characteristic polynomial of any complex matrix is a signed sum over its principal
minors. -/
theorem charpoly_eq_sum_principal_minors (A : Matrix m m ℂ) :
    A.charpoly = ∑ S : Finset m,
      C ((-1) ^ S.card * (A.submatrix (Subtype.val : S → m) Subtype.val).det) *
        X ^ (Fintype.card m - S.card) := by
  have h0 : A.charpoly = (-(A.map C) + diagonal (fun _ => (X : ℂ[X]))).det := by
    refine congrArg Matrix.det (Matrix.ext fun i j => ?_)
    rw [charmatrix_apply]
    simp only [Matrix.add_apply, Matrix.neg_apply, Matrix.map_apply]
    ring
  -- each row is taken either from `-A` or from `x`
  have h1 : (-(A.map C) + diagonal (fun _ => (X : ℂ[X]))).det = ∑ S : Finset m,
      (Matrix.of (S.piecewise (-(A.map C)) (diagonal (fun _ => (X : ℂ[X]))))).det :=
    (Matrix.detRowAlternating (R := ℂ[X]) (n := m)).toMultilinearMap.map_add_univ _ _
  rw [h0, h1]
  refine Finset.sum_congr rfl fun S _ => ?_
  set M : Matrix m m ℂ[X] :=
    Matrix.of (S.piecewise (-(A.map C)) (diagonal (fun _ => (X : ℂ[X])))) with hM
  have hz : ∀ i, ¬ i ∈ S → ∀ j, j ∈ S → M i j = 0 := by
    intro i hi j hj
    have hij : i ≠ j := fun h => hi (h ▸ hj)
    simp [hM, Finset.piecewise, hi, hij]
  have h2 : M.det = (M.submatrix (Subtype.val : S → m) Subtype.val).det *
      (M.submatrix (Subtype.val : {i // ¬ i ∈ S} → m) Subtype.val).det := by
    convert twoBlockTriangular_det M (fun i => i ∈ S) hz <;> rfl
  have h3 : M.submatrix (Subtype.val : S → m) Subtype.val =
      (C : ℂ →+* ℂ[X]).mapMatrix (-(A.submatrix (Subtype.val : S → m) Subtype.val)) :=
    Matrix.ext fun i j => by simp [hM, Finset.piecewise]
  have h4 : M.submatrix (Subtype.val : {i // ¬ i ∈ S} → m) Subtype.val =
      diagonal (fun _ => (X : ℂ[X])) :=
    Matrix.ext fun i j => by
      simp [hM, Finset.piecewise, i.2, Matrix.diagonal_apply, Subtype.ext_iff]
  have h5 : Fintype.card {i // ¬ i ∈ S} = Fintype.card m - S.card :=
    (Fintype.card_of_subtype Sᶜ (fun x => Finset.mem_compl)).trans (Finset.card_compl S)
  rw [h2, h3, h4, ← RingHom.map_det, det_neg, det_diagonal, Finset.prod_const,
    Finset.card_univ, h5, Fintype.card_coe]
```

For any square matrix $A$ of size $|m|$, with $A_{SS}$ its block on the index set $S$,

$$\det(x-A)=\sum_S(-1)^{|S|}\det A_{SS}\;x^{|m|-|S|}.$$

By hand, write $x-A=-A+x\mathbb 1$ and expand the determinant row by row. The rows in $S$ come from $-A$, the others from $x\mathbb 1$. The latter vanish in the columns of $S$, so the matrix is block triangular and its determinant is $\det(-A_{SS})\,x^{|m|-|S|}$. In Lean, `map_add_univ` performs the expansion and `twoBlockTriangular_det` the factorisation. `C` embeds a number as a constant polynomial, and `X` is $x$.

```lean
/-- If the two sublattices differ in size, the alternant Hamiltonian is singular. -/
theorem det_alternantH_of_card_ne (B : Matrix m n ℂ) (h : Fintype.card m ≠ Fintype.card n) :
    (alternantH B).det = 0 := by
  -- doubling the rows of one sublattice equals doubling the columns of the other
  have h1 : fromBlocks ((2 : ℂ) • (1 : Matrix m m ℂ)) 0 0 (1 : Matrix n n ℂ) * alternantH B =
      alternantH B * fromBlocks (1 : Matrix m m ℂ) 0 0 ((2 : ℂ) • (1 : Matrix n n ℂ)) := by
    simp [alternantH, fromBlocks_multiply]
  have h2 := congrArg Matrix.det h1
  rw [det_mul, det_mul, det_fromBlocks_zero₂₁, det_fromBlocks_zero₂₁, det_smul, det_smul,
    det_one, det_one] at h2
  have h3 : ((2 : ℂ) ^ Fintype.card m - 2 ^ Fintype.card n) * (alternantH B).det = 0 := by
    linear_combination h2
  refine (mul_eq_zero.1 h3).resolve_left fun h4 => h ?_
  have h5 : (2 : ℕ) ^ Fintype.card m = 2 ^ Fintype.card n := by
    exact_mod_cast sub_eq_zero.1 h4
  exact Nat.pow_right_injective le_rfl h5
```

If $|m|\neq|n|$, then $\det H=0$. Doubling the starred rows of $H$ gives the same matrix as doubling its unstarred columns:

$$\begin{pmatrix}2&0\\0&1\end{pmatrix}H=H\begin{pmatrix}1&0\\0&2\end{pmatrix}.$$

Taking determinants gives $(2^{|m|}-2^{|n|})\det H=0$, and the bracket is nonzero.

```lean
/-- If the sublattices are matched by a bijection `e`, the determinant of the alternant
Hamiltonian is, up to sign, the squared modulus of the determinant of the hopping matrix. -/
theorem det_alternantH_of_equiv (B : Matrix m n ℂ) (e : m ≃ n) :
    (alternantH B).det =
      (-1) ^ Fintype.card m * ((‖(B.submatrix id e).det‖ ^ 2 : ℝ) : ℂ) := by
  set D := B.submatrix id e with hD
  have h0 : (alternantH B).submatrix (Equiv.sumCongr (Equiv.refl m) e)
      (Equiv.sumCongr (Equiv.refl m) e) = fromBlocks 0 D Dᴴ 0 := by
    ext (i | i) (j | j) <;> rfl
  -- split off the exchange of the two sublattices
  have h1 : fromBlocks 0 D Dᴴ 0 = fromBlocks D 0 0 Dᴴ *
      fromBlocks (1 : Matrix m m ℂ) 1 1 0 * fromBlocks (1 : Matrix m m ℂ) 0 (-1) 1 := by
    simp [fromBlocks_multiply]
  have h2 : ((0 : Matrix m m ℂ) - 1 * 1).det = (-1) ^ Fintype.card m := by
    rw [mul_one, zero_sub, det_neg, det_one, mul_one]
  have h3 : D.det * star D.det = ((‖D.det‖ ^ 2 : ℝ) : ℂ) := by
    rw [← Complex.normSq_eq_norm_sq]
    exact Complex.mul_conj _
  rw [← det_submatrix_equiv_self (Equiv.sumCongr (Equiv.refl m) e), h0, h1, det_mul, det_mul,
    det_fromBlocks_zero₂₁, det_fromBlocks_one₁₁, det_fromBlocks_zero₁₂, det_conjTranspose,
    h2, h3, det_one]
  ring
```

For equal sublattices, a bijection $e$ gives the square matrix $D_{ij}=B_{i,e(j)}$, where both indices now run over `m`. Relabelling rows and columns together leaves $\det H$ unchanged, and

$$\begin{pmatrix}0&D\\D^\dagger&0\end{pmatrix}=\begin{pmatrix}D&0\\0&D^\dagger\end{pmatrix}\begin{pmatrix}1&1\\1&0\end{pmatrix}\begin{pmatrix}1&0\\-1&1\end{pmatrix}.$$

The three determinants are $|\det D|^2$, $(-1)^{|m|}$ and $1$, so $\det H=(-1)^{|m|}|\det D|^2$.

```lean
omit [Fintype m] [Fintype n] in
/-- The squared minor does not depend on how the chosen columns are matched to the chosen rows. -/
theorem minorSq_eq (B : Matrix m n ℂ) (I : Finset m) (J : Finset n) (e : I ≃ J) :
    minorSq B I J = ‖((subHop B I J).submatrix id e).det‖ ^ 2 := by
  have h : I.card = J.card := by simpa using Fintype.card_congr e
  have h1 := (det_alternantH_of_equiv (subHop B I J) (Finset.equivOfCardEq h)).symm.trans
    (det_alternantH_of_equiv (subHop B I J) e)
  rw [minorSq, dif_pos h]
  exact Complex.ofReal_injective (mul_left_cancel₀ (pow_ne_zero _ (by norm_num)) h1)
```

Any bijection `e` gives the same squared minor. The previous theorem, applied to $B_{IJ}$ with two bijections, evaluates one determinant twice; cancelling the sign leaves the equality.

```lean
omit [Fintype m] [Fintype n] in
/-- A principal minor of the alternant Hamiltonian, on sites `I` and `J` of the two sublattices, is
up to sign the squared modulus of the minor of the hopping matrix with rows `I` and columns `J` if
`I` and `J` have the same size, and zero otherwise. -/
theorem principal_minor_alternantH (B : Matrix m n ℂ) (I : Finset m) (J : Finset n) :
    ((alternantH B).submatrix (Subtype.val : I.disjSum J → m ⊕ n) Subtype.val).det =
      (-1) ^ I.card * (minorSq B I J : ℂ) := by
  let f : I ⊕ J → I.disjSum J :=
    Sum.elim (fun i => ⟨Sum.inl i.1, by simp⟩) (fun j => ⟨Sum.inr j.1, by simp⟩)
  have hf : Function.Bijective f := by
    constructor
    · rintro (a | a) (b | b) h
      · exact congrArg Sum.inl (Subtype.ext (Sum.inl.inj (congrArg Subtype.val h)))
      · exact absurd (congrArg Subtype.val h) Sum.inl_ne_inr
      · exact absurd (congrArg Subtype.val h) Sum.inr_ne_inl
      · exact congrArg Sum.inr (Subtype.ext (Sum.inr.inj (congrArg Subtype.val h)))
    · rintro ⟨x | x, hx⟩
      · exact ⟨Sum.inl ⟨x, by simpa using hx⟩, rfl⟩
      · exact ⟨Sum.inr ⟨x, by simpa using hx⟩, rfl⟩
  have h1 : ((alternantH B).submatrix (Subtype.val : I.disjSum J → m ⊕ n)
      Subtype.val).submatrix (Equiv.ofBijective f hf) (Equiv.ofBijective f hf) =
      alternantH (subHop B I J) := by
    ext (i | i) (j | j) <;> rfl
  rw [← det_submatrix_equiv_self (Equiv.ofBijective f hf), h1]
  by_cases h : I.card = J.card
  · rw [det_alternantH_of_equiv _ (Finset.equivOfCardEq h), minorSq, dif_pos h,
      Fintype.card_coe]
  · rw [det_alternantH_of_card_ne _ (by simpa using h), minorSq, dif_neg h]
    simp
```

The principal minor of $H$ on the sites $I\cup J$, written `I.disjSum J`, is the determinant of the smaller alternant matrix built from $B_{IJ}$. The map `f` identifies the two sets of labels. The two preceding determinant theorems then cover $|I|=|J|$ and $|I|\ne|J|$.

## Reading off the coefficients

```lean
/-- The characteristic polynomial of an alternant Hamiltonian, expanded in squared minors of the
hopping matrix. -/
theorem charpoly_alternantH (B : Matrix m n ℂ) :
    (alternantH B).charpoly = ∑ I : Finset m, ∑ J : Finset n,
      C ((-1) ^ I.card * (minorSq B I J : ℂ)) *
        X ^ (Fintype.card m + Fintype.card n - (I.card + J.card)) := by
  rw [charpoly_eq_sum_principal_minors,
    ← Equiv.sum_comp (Finset.sumEquiv (α := m) (β := n)).symm.toEquiv, Fintype.sum_prod_type]
  refine Finset.sum_congr rfl fun I _ => Finset.sum_congr rfl fun J _ => ?_
  change C ((-1) ^ (I.disjSum J).card * ((alternantH B).submatrix
    (Subtype.val : I.disjSum J → m ⊕ n) Subtype.val).det) *
      X ^ (Fintype.card (m ⊕ n) - (I.disjSum J).card) = _
  rw [principal_minor_alternantH, Finset.card_disjSum, Fintype.card_sum]
  by_cases h : I.card = J.card
  · rw [Even.neg_one_pow (⟨J.card, by rw [h]⟩ : Even (I.card + J.card)), one_mul]
  · simp [minorSq, h]
```

Each set $S$ of sites is a pair $(I,J)$, so the general expansion becomes a double sum. Its sign $(-1)^{|I|+|J|}$ is $1$ when $|I|=|J|$; all other terms vanish.

```lean
/-- **Alternant coefficients.** For `N` sites, the coefficient of `x^(N-2k)` is `(-1)^k` times the
sum of the squared moduli of all `k × k` minors of the hopping matrix. -/
theorem coeff_charpoly_alternantH (B : Matrix m n ℂ) (k : ℕ)
    (hk : 2 * k ≤ Fintype.card m + Fintype.card n) :
    (alternantH B).charpoly.coeff (Fintype.card m + Fintype.card n - 2 * k) =
      (-1) ^ k * ((∑ I : Finset m with I.card = k, ∑ J : Finset n with J.card = k,
        minorSq B I J : ℝ) : ℂ) := by
  rw [charpoly_alternantH]
  simp only [Polynomial.finsetSum_coeff, coeff_C_mul_X_pow, Finset.sum_filter]
  push_cast
  rw [Finset.mul_sum]
  refine Finset.sum_congr rfl fun I _ => ?_
  have hI := Finset.card_le_univ I
  -- only pairs with `|I| = |J| = k` contribute
  by_cases h : I.card = k
  · rw [if_pos h]
    push_cast
    rw [Finset.mul_sum]
    refine Finset.sum_congr rfl fun J _ => ?_
    have hJ := Finset.card_le_univ J
    by_cases h' : J.card = k
    · rw [if_pos (by omega), if_pos h', h]
    · rw [if_neg (by omega), if_neg h']
      simp
  · rw [if_neg h]
    simp only [Complex.ofReal_zero, mul_zero]
    refine Finset.sum_eq_zero fun J _ => ?_
    have hJ := Finset.card_le_univ J
    by_cases h' : I.card = J.card
    · rw [if_neg (by omega)]
    · simp [minorSq, h']
```

For $2k\le N$,

$$[x^{N-2k}]\det(x-H)=(-1)^k\sum_{|I|=|J|=k}|\det B_{IJ}|^2.$$

A surviving term with $|I|=|J|=l$ carries $x^{N-2l}$, so only $l=k$ contributes; `omega` checks this arithmetic. For $k=0$ the empty minor gives the leading coefficient $1$. If $k$ exceeds the smaller sublattice, the sum is empty and the coefficient is zero.

```lean
/-- For `N` sites, the coefficient of `x^(N-r)` vanishes for every odd `r ≤ N`. -/
theorem coeff_charpoly_alternantH_odd (B : Matrix m n ℂ) (r : ℕ) (hr : Odd r)
    (hN : r ≤ Fintype.card m + Fintype.card n) :
    (alternantH B).charpoly.coeff (Fintype.card m + Fintype.card n - r) = 0 := by
  obtain ⟨q, rfl⟩ := hr
  rw [charpoly_alternantH]
  simp only [Polynomial.finsetSum_coeff, coeff_C_mul_X_pow]
  refine Finset.sum_eq_zero fun I _ => Finset.sum_eq_zero fun J _ => ?_
  have hI := Finset.card_le_univ I
  have hJ := Finset.card_le_univ J
  by_cases h : I.card = J.card
  · rw [if_neg (by omega)]
  · simp [minorSq, h]
```

Surviving terms lower the power of $x$ by an even number, so the coefficient of $x^{N-r}$ vanishes for odd $r\le N$. In this Hückel-type model, that is the pairing of orbital energies $\pm\varepsilon$ seen in the polynomial; the theorem does not describe the orbitals.

```lean
/-- For `N` sites, the coefficient of `x^(N-2)` is minus the sum of the squared moduli of all
hopping amplitudes. -/
theorem coeff_charpoly_alternantH_two (B : Matrix m n ℂ)
    (hN : 2 ≤ Fintype.card m + Fintype.card n) :
    (alternantH B).charpoly.coeff (Fintype.card m + Fintype.card n - 2) =
      -((∑ i, ∑ j, ‖B i j‖ ^ 2 : ℝ) : ℂ) := by
  -- a `1 × 1` minor is a single hopping amplitude
  have h1 : ∀ i j, minorSq B {i} {j} = ‖B i j‖ ^ 2 := by
    intro i j
    let e : ({i} : Finset m) ≃ ({j} : Finset n) := Finset.equivOfCardEq (by simp)
    have : Subsingleton ({i} : Finset m) := ⟨fun a b => Subtype.ext
      ((Finset.mem_singleton.1 a.2).trans (Finset.mem_singleton.1 b.2).symm)⟩
    have hj : (e ⟨i, Finset.mem_singleton_self i⟩ : n) = j :=
      Finset.mem_singleton.1 (e ⟨i, Finset.mem_singleton_self i⟩).2
    rw [minorSq_eq B {i} {j} e,
      det_eq_elem_of_subsingleton _ (⟨i, Finset.mem_singleton_self i⟩ : ({i} : Finset m))]
    change ‖B i (e ⟨i, Finset.mem_singleton_self i⟩ : n)‖ ^ 2 = _
    rw [hj]
  have h2 := coeff_charpoly_alternantH B 1 (by omega)
  rw [mul_one, pow_one, neg_one_mul] at h2
  rw [h2]
  simp only [Finset.univ_filter_card_eq, Finset.powersetCard_one, Finset.sum_map,
    Function.Embedding.coeFn_mk, h1]

end

end AlternantCoefficients
```

For $k=1$ each minor is a single amplitude, so the coefficient of $x^{N-2}$ is $-\sum_{ij}|B_{ij}|^2$.

```lean
#print axioms AlternantCoefficients.charpoly_alternantH
#print axioms AlternantCoefficients.coeff_charpoly_alternantH_odd
#print axioms AlternantCoefficients.coeff_charpoly_alternantH_two
```

```
'AlternantCoefficients.charpoly_alternantH' depends on axioms: [propext, Classical.choice, Quot.sound]
'AlternantCoefficients.coeff_charpoly_alternantH_odd' depends on axioms: [propext, Classical.choice, Quot.sound]
'AlternantCoefficients.coeff_charpoly_alternantH_two' depends on axioms: [propext, Classical.choice, Quot.sound]
```

## A four-site ring with a complex hopping

Take hoppings of unit modulus, one of them with phase factor $i=\sqrt{-1}$:

$$B=\begin{pmatrix}1&1\\1&i\end{pmatrix}.$$

The four $1\times1$ minors contribute $4$, and the single $2\times2$ minor gives $|i-1|^2=2$. Hence

$$\det(x-H)=x^4-4x^2+2,\qquad x^2=2\pm\sqrt2.$$

With $i$ replaced by $1$, the $2\times2$ minor vanishes and the polynomial is $x^4-4x^2$, which has two zero-energy levels.
